# Nonnegative DIIS coefficients can cancel the error exactly when no direction has positive overlap with every stored error

Suppose a self-consistent-field calculation mixes its stored iterates with nonnegative weights, and the mixed error refuses to go to zero. The least-squares solver may look faulty, and tightening its tolerance changes nothing. The fault can lie in the stored errors themselves: if they all lean to the same side of some plane through the origin, every weighted average of them leans to that side too, and none is zero. The theorem below shows that this is the only obstruction.

## Stored errors and their averages

In Hartree-Fock theory in a finite basis, each iterate i has an error vector e_i, for instance the entries of the commutator FDS − SDF of its Fock matrix F and density matrix D, where S is the overlap matrix of the basis functions. Here the e_i are any finite family of vectors in a real inner-product space E, with norm ‖v‖ and inner product ⟨u, v⟩, which is called the overlap of u and v from here on. In Lean the iterates are labelled by a finite type `ι`. The choice `EuclideanSpace ℝ (Fin n)` for `E` gives R^n with its usual dot product. Complex errors have to be written as real vectors first.

```lean
import Mathlib

open scoped InnerProductSpace

namespace NonnegativeDIIS

variable {ι E : Type*} [Fintype ι] [NormedAddCommGroup E] [InnerProductSpace ℝ E]
```

DIIS (direct inversion in the iterative subspace) assigns a coefficient c_i to each iterate and forms the mixed error

r(c) = ∑ᵢ cᵢ eᵢ.

This is a linear mixture of stored errors. The commutator is not linear in D, so r(c) is in general not the error of the mixed density, and r(c) = 0 does not mean that the calculation has converged.

```lean
/-- The DIIS error vector obtained by mixing the stored errors `e i` with coefficients `c i`. -/
def mixedError (e : ι → E) (c : ι → ℝ) : E := ∑ i, c i • e i
```

Interpolation means

cᵢ ≥ 0 for every i, and ∑ᵢ cᵢ = 1.

Physically, a density matrix mixed in this way is an average of the stored ones, so in an orthonormal spin-orbital basis its occupation numbers stay between 0 and 1. Ordinary DIIS keeps the sum condition but allows negative coefficients.

```lean
/-- Interpolation coefficients: nonnegative, with sum one. -/
def IsInterpolation (c : ι → ℝ) : Prop := (∀ i, 0 ≤ c i) ∧ ∑ i, c i = 1
```

An interpolation is called best if no other interpolation has a mixed error of smaller norm.

```lean
/-- Interpolation coefficients whose mixed error has the least norm among all interpolations. -/
def IsBest (e : ι → E) (c : ι → ℝ) : Prop :=
  IsInterpolation c ∧ ∀ d, IsInterpolation d → ‖mixedError e c‖ ≤ ‖mixedError e d‖
```

## A shared overlap survives averaging

Let u be a vector with ⟨u, eᵢ⟩ ≥ δ for every i. Since the weights are nonnegative and sum to one,

⟨u, r(c)⟩ = ∑ᵢ cᵢ ⟨u, eᵢ⟩ ≥ ∑ᵢ cᵢ δ = δ.

The `calc` block follows this line from right to left. Nonnegativity enters in the inequality, where each term is multiplied by cᵢ.

```lean
/-- If every stored error has overlap at least `δ` with a direction `u`, so has every
interpolated error. -/
theorem overlap_bound (e : ι → E) {c : ι → ℝ} (hc : IsInterpolation c) {u : E} {δ : ℝ}
    (h : ∀ i, δ ≤ ⟪u, e i⟫_ℝ) : δ ≤ ⟪u, mixedError e c⟫_ℝ := by
  have h1 : ⟪u, mixedError e c⟫_ℝ = ∑ i, c i * ⟪u, e i⟫_ℝ := by
    simp only [mixedError, inner_sum, real_inner_smul_right]
  calc δ = ∑ i, c i * δ := by rw [← Finset.sum_mul, hc.2, one_mul]
    _ ≤ ∑ i, c i * ⟪u, e i⟫_ℝ :=
      Finset.sum_le_sum fun i _ => mul_le_mul_of_nonneg_left (h i) (hc.1 i)
    _ = _ := h1.symm
```

If also ‖u‖ ≤ 1, the Cauchy-Schwarz inequality turns the overlap into a bound on the size of the error:

δ ≤ ⟨u, r(c)⟩ ≤ ‖u‖ ‖r(c)‖ ≤ ‖r(c)‖.

For positive δ this is a floor below which no interpolation of the stored errors can go.

```lean
/-- If all stored errors have overlap at least `δ` with a vector `u` of norm at most one,
every interpolated error has norm at least `δ`. -/
theorem residual_floor (e : ι → E) {c : ι → ℝ} (hc : IsInterpolation c) {u : E} {δ : ℝ}
    (hu : ‖u‖ ≤ 1) (h : ∀ i, δ ≤ ⟪u, e i⟫_ℝ) : δ ≤ ‖mixedError e c‖ :=
  calc δ ≤ ⟪u, mixedError e c⟫_ℝ := overlap_bound e hc h
    _ ≤ ‖u‖ * ‖mixedError e c‖ := real_inner_le_norm _ _
    _ ≤ 1 * ‖mixedError e c‖ := mul_le_mul_of_nonneg_right hu (norm_nonneg _)
    _ = _ := one_mul _
```

## The best interpolation

With at least one stored error, the allowed coefficients form a nonempty simplex, which is closed and bounded in a finite-dimensional space and therefore compact. The function c ↦ ‖r(c)‖ is continuous, so it attains its minimum there. In the proof, equal weights 1/N for N stored errors show that the simplex, Mathlib's `stdSimplex`, is not empty.

```lean
/-- For at least one stored error vector, a best interpolation exists. -/
theorem exists_best [Nonempty ι] (e : ι → E) : ∃ c, IsBest e c := by
  have hK : IsCompact (stdSimplex ℝ ι) := isCompact_stdSimplex ℝ ι
  -- equal weights show that the simplex is not empty
  have hne : (stdSimplex ℝ ι).Nonempty := by
    refine ⟨fun _ => (Fintype.card ι : ℝ)⁻¹, fun _ => by positivity, ?_⟩
    have h0 : (Fintype.card ι : ℝ) ≠ 0 := Nat.cast_ne_zero.2 Fintype.card_ne_zero
    rw [Finset.sum_const, Finset.card_univ, nsmul_eq_mul, mul_inv_cancel₀ h0]
  have hcont : Continuous fun c : ι → ℝ => ‖mixedError e c‖ := by
    unfold mixedError
    fun_prop
  obtain ⟨c, hc, hmin⟩ := hK.exists_isMinOn hne hcont.continuousOn
  exact ⟨c, ⟨hc.1, hc.2⟩, fun d hd => hmin (show d ∈ stdSimplex ℝ ι from ⟨hd.1, hd.2⟩)⟩
```

To test whether an interpolation c is best, scale all its weights by 1 − t, with 0 ≤ t ≤ 1, and give the freed weight t to iterate i. The new weights d are nonnegative, their sum is (1 − t) + t = 1, and

r(d) = (1 − t) r(c) + t eᵢ = r(c) + t (eᵢ − r(c)).

The three bullets of the proof check these three facts in this order.

```lean
/-- For an interpolation `c` and `0 ≤ t ≤ 1`, some interpolation has as its mixed error the point a
fraction `t` of the way from the mixed error of `c` to `e i`. -/
theorem shift_weight (e : ι → E) {c : ι → ℝ} (hc : IsInterpolation c) (i : ι) {t : ℝ}
    (h0 : 0 ≤ t) (h1 : t ≤ 1) :
    ∃ d, IsInterpolation d ∧
      mixedError e d = mixedError e c + t • (e i - mixedError e c) := by
  classical
  refine ⟨fun j => (1 - t) * c j + t * (if j = i then 1 else 0), ⟨fun j => ?_, ?_⟩, ?_⟩
  · have h : (0 : ℝ) ≤ if j = i then 1 else 0 := by split_ifs <;> norm_num
    exact add_nonneg (mul_nonneg (by linarith) (hc.1 j)) (mul_nonneg h0 h)
  · rw [Finset.sum_add_distrib, ← Finset.mul_sum, ← Finset.mul_sum, hc.2]
    simp
  · simp only [mixedError, add_smul, mul_smul, Finset.sum_add_distrib, ← Finset.smul_sum,
      ite_smul, one_smul, zero_smul, Finset.sum_ite_eq', Finset.mem_univ, if_true]
    module
```

Write r for r(c). The criterion for c to be best is

‖r‖² ≤ ⟨r, eᵢ⟩ for every i.

Suppose first that c is best but the inequality fails for some i. Put

a = ⟨r, eᵢ − r⟩ = ⟨r, eᵢ⟩ − ‖r‖² < 0 and D = ‖eᵢ − r‖² ≥ 0,

where D is now a number and no longer the density matrix. A step of length t towards eᵢ gives

‖r + t (eᵢ − r)‖² = ‖r‖² + 2ta + t²D.

Choose t = −a/(D − a), which satisfies 0 < t ≤ 1. Then t(D − a) = −a, and multiplying by t gives t²D = −ta + t²a. The change in the squared norm is therefore

2ta + t²D = ta + t²a < 0,

which contradicts the assumption that c is best.

Conversely, suppose the criterion holds, and let d be any interpolation. The overlap bound with u = r and δ = ‖r‖², followed by Cauchy-Schwarz, gives

‖r‖² ≤ ⟨r, r(d)⟩ ≤ ‖r‖ ‖r(d)‖.

If ‖r(d)‖ were smaller than ‖r‖, then ‖r‖ would be positive and the right-hand side would be less than ‖r‖², which is impossible.

In the code, `hsplit` is the formula for a, `k` compares the squared norms before and after the step, and `h2` is the expression for t²D. The final `nlinarith` closes the converse by multiplying the assumed strict inequality by ‖r‖.

```lean
/-- An interpolation is best exactly when every stored error has overlap with the mixed
error at least as large as the squared norm of the mixed error. -/
theorem isBest_iff (e : ι → E) {c : ι → ℝ} (hc : IsInterpolation c) :
    IsBest e c ↔ ∀ i, ‖mixedError e c‖ ^ 2 ≤ ⟪mixedError e c, e i⟫_ℝ := by
  constructor
  · intro hb i
    set r := mixedError e c with hr
    have hsplit : ⟪r, e i - r⟫_ℝ = ⟪r, e i⟫_ℝ - ‖r‖ ^ 2 := by
      rw [inner_sub_right, real_inner_self_eq_norm_sq]
    by_contra hlt
    have ha : ⟪r, e i - r⟫_ℝ < 0 := by linarith [not_le.1 hlt]
    have hD : 0 ≤ ‖e i - r‖ ^ 2 := by positivity
    -- a short enough step towards `e i` would lower the norm
    obtain ⟨t, ht0, ht1, ht⟩ : ∃ t : ℝ, 0 < t ∧ t ≤ 1 ∧
        t * (‖e i - r‖ ^ 2 - ⟪r, e i - r⟫_ℝ) = -⟪r, e i - r⟫_ℝ := by
      have hp : 0 < ‖e i - r‖ ^ 2 - ⟪r, e i - r⟫_ℝ := by linarith
      exact ⟨-⟪r, e i - r⟫_ℝ / (‖e i - r‖ ^ 2 - ⟪r, e i - r⟫_ℝ),
        div_pos (by linarith) hp, (div_le_one hp).2 (by linarith),
        div_mul_cancel₀ _ hp.ne'⟩
    obtain ⟨d, hd, hde⟩ := shift_weight e hc i ht0.le ht1
    have k := pow_le_pow_left₀ (norm_nonneg _) (hb.2 d hd) 2
    rw [hde, ← hr, norm_add_sq_real, real_inner_smul_right, norm_smul, mul_pow,
      Real.norm_eq_abs, sq_abs] at k
    have h2 : t ^ 2 * ‖e i - r‖ ^ 2
        = -(t * ⟪r, e i - r⟫_ℝ) + t * (t * ⟪r, e i - r⟫_ℝ) := by
      linear_combination t * ht
    have h3 : t * ⟪r, e i - r⟫_ℝ < 0 := mul_neg_of_pos_of_neg ht0 ha
    have h4 : t * (t * ⟪r, e i - r⟫_ℝ) < 0 := mul_neg_of_pos_of_neg ht0 h3
    linarith
  · intro h
    refine ⟨hc, fun d hd => ?_⟩
    -- Cauchy-Schwarz turns the overlap bound into a bound on norms
    have h1 := (overlap_bound e hd h).trans (real_inner_le_norm _ _)
    by_contra hlt
    have hlt' := not_le.1 hlt
    have hpos := (norm_nonneg (mixedError e d)).trans_lt hlt'
    nlinarith [mul_lt_mul_of_pos_left hlt' hpos]
```

## When the error can be cancelled

The main theorem equates two statements:

- there are cᵢ ≥ 0 with ∑ᵢ cᵢ = 1 and ∑ᵢ cᵢ eᵢ = 0;
- there is no u in E with ⟨u, eᵢ⟩ > 0 for every i.

Assume that some interpolation cancels the error and that such a u nevertheless exists. Let δ be the smallest of the finitely many overlaps ⟨u, eᵢ⟩, so that δ > 0. The overlap bound gives δ ≤ ⟨u, 0⟩ = 0, a contradiction.

Now assume that no such u exists, and take a best interpolation with mixed error r. If r were nonzero, the criterion would give

⟨r, eᵢ⟩ ≥ ‖r‖² > 0 for every i,

and u = r would be a direction of the excluded kind. Hence r = 0.

The theorem has no hypothesis that any errors are stored. For an empty family both statements are false: an empty sum of coefficients is 0 and not 1, while every u meets the overlap condition vacuously. The proof settles this case first, because a best interpolation exists only for a nonempty family.

```lean
/-- Nonnegative DIIS coefficients with sum one that cancel the error exist if and only if
no direction `u` has positive overlap with every stored error vector. -/
theorem cancellation_iff (e : ι → E) :
    (∃ c, IsInterpolation c ∧ mixedError e c = 0) ↔ ¬ ∃ u : E, ∀ i, 0 < ⟪u, e i⟫_ℝ := by
  rcases isEmpty_or_nonempty ι with hι | hι
  · -- without stored errors both sides fail
    constructor
    · rintro ⟨c, hc, -⟩
      have h := hc.2
      simp at h
    · intro h
      exact absurd ⟨0, fun i => isEmptyElim i⟩ h
  constructor
  · rintro ⟨c, hc, h0⟩ ⟨u, hu⟩
    -- the smallest overlap bounds that of the mixed error from below
    obtain ⟨j, hj⟩ := Finite.exists_min fun i => ⟪u, e i⟫_ℝ
    have h := overlap_bound e hc hj
    rw [h0, inner_zero_right] at h
    exact absurd (hu j) (not_lt_of_ge h)
  · intro h
    obtain ⟨c, hb⟩ := exists_best e
    refine ⟨c, hb.1, ?_⟩
    by_contra hr
    -- a nonzero best residual would itself be a forbidden direction
    have hpos : 0 < ‖mixedError e c‖ ^ 2 := pow_pos (norm_pos_iff.2 hr) 2
    exact h ⟨mixedError e c, fun i => hpos.trans_le ((isBest_iff e hb.1).1 hb i)⟩
```

The smallest nonempty case has a single stored error e. The only interpolation is c = 1, so cancellation means e = 0. The other side agrees: if e ≠ 0, then u = e has overlap ‖e‖² > 0, and if e = 0, no u has positive overlap with it.

For a code that restricts DIIS to nonnegative coefficients, the proof also gives a diagnosis, limited to the linear mixing of one finite set of stored errors: a nonzero residual at the exact minimum is itself a direction in which all of them have positive overlap. A better minimiser cannot remove it; the stored set or the sign restriction has to change.

## Two parallel errors that need a negative coefficient

Take e₀ = v and e₁ = 2v with v ≠ 0. The signed coefficients 2 and −1 sum to one, and

2·v + (−1)·2v = 0.

With nonnegative coefficients of sum one the mixed error is

c₀ v + 2c₁ v = (1 + c₁) v,

which is never zero. The Lean proof obtains the second part from the main theorem with u = v, since ⟨v, v⟩ = ‖v‖² and ⟨v, 2v⟩ = 2‖v‖² are both positive. Extrapolation beyond the stored iterates thus cancels an error that interpolation between them cannot. Signed coefficients do not always succeed either: a single nonzero error defeats them as well, because the sum condition again forces c = 1.

```lean
/-- For the errors `v` and `2v` with `v ≠ 0`, the coefficients `2` and `-1` have sum one and
cancel the error, while no nonnegative coefficients with sum one do. -/
theorem extrapolation_needed {v : E} (hv : v ≠ 0) :
    (∑ i, (![2, -1] : Fin 2 → ℝ) i = 1 ∧ mixedError ![v, (2 : ℝ) • v] ![2, -1] = 0) ∧
      ∀ c, IsInterpolation c → mixedError ![v, (2 : ℝ) • v] c ≠ 0 := by
  refine ⟨⟨?_, ?_⟩, fun c hc h0 => ?_⟩
  · rw [Fin.sum_univ_two]
    change (2 : ℝ) + -1 = 1
    norm_num
  · rw [mixedError, Fin.sum_univ_two]
    change (2 : ℝ) • v + (-1 : ℝ) • ((2 : ℝ) • v) = 0
    module
  · have hpos : 0 < ⟪v, v⟫_ℝ := by
      rw [real_inner_self_eq_norm_sq]
      exact pow_pos (norm_pos_iff.2 hv) 2
    refine (cancellation_iff _).1 ⟨c, hc, h0⟩ ⟨v, Fin.forall_fin_two.2 ⟨hpos, ?_⟩⟩
    change 0 < ⟪v, (2 : ℝ) • v⟫_ℝ
    rw [real_inner_smul_right]
    linarith

end NonnegativeDIIS
```

```lean
#print axioms NonnegativeDIIS.residual_floor
-- 'NonnegativeDIIS.residual_floor' depends on axioms: [propext, Classical.choice, Quot.sound]
#print axioms NonnegativeDIIS.cancellation_iff
-- 'NonnegativeDIIS.cancellation_iff' depends on axioms: [propext, Classical.choice, Quot.sound]
#print axioms NonnegativeDIIS.extrapolation_needed
-- 'NonnegativeDIIS.extrapolation_needed' depends on axioms: [propext, Classical.choice, Quot.sound]
```
